# In the centre-of-mass frame, a conserved rotation-invariant tensor is one scalar times q q − q² g

When an electron and a positron annihilate through one virtual photon into a fermion pair whose directions and spins are not observed, the pair enters the rate through an integrated tensor T^μν, which is modelled here as a real 4×4 matrix at one fixed total momentum q = (W, 0, 0, 0), and not as a function of q. W is the centre-of-mass energy. At tree level the tensor is

    T^μν = Σ_spins ∫ dΦ J^μ (J^ν)*,

where J^μ is the current matrix element for producing the pair and dΦ is the two-body phase-space measure. The integral itself does not appear in the Lean code. Two of its properties are taken as hypotheses instead:

- T is unchanged by every spatial rotation, because all directions are integrated over and all spins are summed.
- q_μ T^μν = 0, because the current is conserved.

From these it follows, for W ≠ 0, that

    T^μν = c (q^μ q^ν − q² g^μν),  c = −T^μ_μ / (3 q²).

The step left to the physicist is to show that the integral over the actual amplitudes gives a real matrix with these two properties.

```lean
import Mathlib

open Matrix

namespace FinalStateTensor

noncomputable section
```

## Metric, momentum and rotations

The signature is (+,−,−,−). Tensors with upper indices are stored as matrices, with index 0 for time and 1, 2, 3 for space. The matrix g is numerically the same with upper and with lower indices, so `metric` serves for both.

```lean
/-- The Minkowski metric with signature (+,-,-,-). -/
def metric : Matrix (Fin 4) (Fin 4) ℝ :=
  !![1, 0, 0, 0; 0, -1, 0, 0; 0, 0, -1, 0; 0, 0, 0, -1]
```

The invariant product of two four-vectors p and k is

    p·k = p⁰k⁰ − p¹k¹ − p²k² − p³k³,

and q² means q·q, written `mdot q q`.

```lean
/-- The Minkowski product of two four-vectors. -/
def mdot (p k : Fin 4 → ℝ) : ℝ := p 0 * k 0 - p 1 * k 1 - p 2 * k 2 - p 3 * k 3
```

The total momentum in the centre-of-mass frame has only a time component. The name `rest` refers to the pair as a whole; the individual fermions may be moving. For this vector q² = W².

```lean
/-- The four-momentum `(W, 0, 0, 0)`. -/
def rest (W : ℝ) : Fin 4 → ℝ := ![W, 0, 0, 0]
```

A rotation R acts on space and leaves time alone, so as a 4×4 matrix it is block diagonal, with blocks 1 and R. The entries of R are numbered 0, 1, 2 in Lean, and they land in rows and columns 1, 2, 3 of the larger matrix. In products with four-vectors and 4×4 tensors, the letter R below stands for this larger matrix.

```lean
/-- A 3x3 matrix acting on the spatial components and leaving time alone. -/
def spatial (R : Matrix (Fin 3) (Fin 3) ℝ) : Matrix (Fin 4) (Fin 4) ℝ :=
  !![1, 0, 0, 0; 0, R 0 0, R 0 1, R 0 2; 0, R 1 0, R 1 1, R 1 2; 0, R 2 0, R 2 1, R 2 2]
```

## The two hypotheses and the candidate tensor

A tensor with two upper indices transforms as T → R T Rᵀ. Invariance requires R T Rᵀ = T for every real 3×3 matrix R with R Rᵀ = 1 and det R = 1, that is, for every proper rotation. Parity is not assumed, and neither is T^μν = T^νμ.

```lean
/-- Invariance of a tensor `T^{μν}` under every spatial rotation. -/
def RotInvariant (T : Matrix (Fin 4) (Fin 4) ℝ) : Prop :=
  ∀ R : Matrix (Fin 3) (Fin 3) ℝ, R * Rᵀ = 1 → R.det = 1 →
    spatial R * T * (spatial R)ᵀ = T
```

Current conservation is imposed on the first index only. In matrix form, q is lowered with the metric and multiplied into T from the left. `Transverse` therefore means orthogonal to the four-momentum q, and has nothing to do with directions perpendicular to a beam.

```lean
/-- Current conservation in the first index, `q_μ T^{μν} = 0`. -/
def Transverse (q : Fin 4 → ℝ) (T : Matrix (Fin 4) (Fin 4) ℝ) : Prop :=
  (metric *ᵥ q) ᵥ* T = 0
```

The candidate is q^μ q^ν − q² g^μν, here called `currentTensor`. For q = (W, 0, 0, 0) it is the matrix

    diag(0, W², W², W²),

which has no time components and is isotropic in space.

```lean
/-- The tensor `q^μ q^ν - q² g^{μν}`. -/
def currentTensor (q : Fin 4 → ℝ) : Matrix (Fin 4) (Fin 4) ℝ :=
  vecMulVec q q - mdot q q • metric
```

Rotations fix both ingredients of this tensor. The time block is untouched and the spatial block of g is −1, so

    R g Rᵀ = diag(1, −R Rᵀ) = g,  R q = q.

In Lean, `hdiag` and `hoff` say that the rows of R are normalised and mutually orthogonal. The proof then compares entries one at a time. The determinant plays no part.

```lean
/-- An orthogonal transformation of space preserves the metric and fixes `(W, 0, 0, 0)`. -/
theorem spatial_preserves (W : ℝ) (R : Matrix (Fin 3) (Fin 3) ℝ) (hR : R * Rᵀ = 1) :
    spatial R * metric * (spatial R)ᵀ = metric ∧ spatial R *ᵥ rest W = rest W := by
  have hdiag : ∀ i, R i 0 * R i 0 + R i 1 * R i 1 + R i 2 * R i 2 = 1 := by
    intro i
    have := congrFun (congrFun hR i) i
    simpa [Matrix.mul_apply, Fin.sum_univ_three] using this
  have hoff : ∀ i j, i ≠ j → R i 0 * R j 0 + R i 1 * R j 1 + R i 2 * R j 2 = 0 := by
    intro i j hij
    have := congrFun (congrFun hR i) j
    simpa [Matrix.mul_apply, Fin.sum_univ_three, Matrix.one_apply_ne hij] using this
  constructor
  · ext i j
    fin_cases i <;> fin_cases j <;>
      simp [spatial, metric, Matrix.mul_apply, Fin.sum_univ_four] <;>
      linarith [hdiag 0, hdiag 1, hdiag 2, hoff 0 1 (by decide), hoff 0 2 (by decide),
        hoff 1 2 (by decide)]
  · ext i
    fin_cases i <;> simp [spatial, rest, Matrix.mulVec, dotProduct, Fin.sum_univ_four]
```

## Rotation invariance leaves two scalars

Three particular rotations are enough. The half-turns about z and x act on four-vectors as

    diag(1, −1, −1, 1) and diag(1, 1, −1, −1).

Conjugation with a diagonal sign matrix multiplies T^μν by the product of the μ-th and ν-th signs. For every pair μ ≠ ν at least one of the two half-turns gives −1, so T^μν = −T^μν = 0. The cyclic rotation of the axes then gives

    T¹¹ = T²² = T³³.

What remains is diag(T⁰⁰, T¹¹, T¹¹, T¹¹). Matching it to a q q + b g requires

    a W² + b = T⁰⁰,  −b = T¹¹,

with the solution b = −T¹¹ and a = (T⁰⁰ + T¹¹)/W². This is where W ≠ 0 is used.

In the proof, `hz`, `hx` and `hc` are the invariance hypothesis applied to the three rotations, each with a check that the matrix is orthogonal with determinant one. The equalities of the spatial diagonal entries are `c1` and `c2`. The number a is obtained with its defining equation `ha`, a W² = T⁰⁰ + T¹¹. The final case split runs through all sixteen entries, which `simp` and `linarith` close from the sign relations `p` and `r`, the diagonal equalities and `ha`.

```lean
/-- For `W ≠ 0`, a rotation-invariant tensor is a combination of `q q` and `g`, where
`q = (W, 0, 0, 0)`. -/
theorem two_scalars {W : ℝ} (hW : W ≠ 0) (T : Matrix (Fin 4) (Fin 4) ℝ)
    (h : RotInvariant T) :
    ∃ a b : ℝ, T = a • vecMulVec (rest W) (rest W) + b • metric := by
  -- half-turns about z and x, and the cyclic rotation of the three axes
  have hz := h !![-1, 0, 0; 0, -1, 0; 0, 0, 1]
    (by ext i j; fin_cases i <;> fin_cases j <;> simp [Matrix.mul_apply, Fin.sum_univ_three])
    (by simp [Matrix.det_fin_three])
  have hx := h !![1, 0, 0; 0, -1, 0; 0, 0, -1]
    (by ext i j; fin_cases i <;> fin_cases j <;> simp [Matrix.mul_apply, Fin.sum_univ_three])
    (by simp [Matrix.det_fin_three])
  have hc := h !![0, 1, 0; 0, 0, 1; 1, 0, 0]
    (by ext i j; fin_cases i <;> fin_cases j <;> simp [Matrix.mul_apply, Fin.sum_univ_three])
    (by simp [Matrix.det_fin_three])
  have c1 : T 2 2 = T 1 1 := by
    have e := congrFun (congrFun hc 1) 1
    simp only [Matrix.mul_apply, Fin.sum_univ_four, Matrix.transpose_apply] at e
    simpa [spatial] using e
  have c2 : T 3 3 = T 2 2 := by
    have e := congrFun (congrFun hc 2) 2
    simp only [Matrix.mul_apply, Fin.sum_univ_four, Matrix.transpose_apply] at e
    simpa [spatial] using e
  obtain ⟨a, ha⟩ : ∃ a : ℝ, a * (W * W) = T 0 0 + T 1 1 :=
    ⟨_, div_mul_cancel₀ _ (mul_ne_zero hW hW)⟩
  refine ⟨a, -T 1 1, ?_⟩
  ext i j
  -- the half-turns flip the sign of every off-diagonal entry
  have p := congrFun (congrFun hz i) j
  have r := congrFun (congrFun hx i) j
  simp only [Matrix.mul_apply, Fin.sum_univ_four, Matrix.transpose_apply] at p r
  fin_cases i <;> fin_cases j <;>
    simp [spatial, metric, rest] at p r ⊢ <;> linarith
```

## Conservation and the trace fix the rest

Contract T = a q q + b g with q_μ:

    q_μ T^μν = (a q² + b) q^ν.

The left side is zero. Since q² ≠ 0, the vector q is not zero, and hence b = −a q². Therefore

    T^μν = a (q^μ q^ν − q² g^μν).

The trace gives the coefficient. As g^μ_μ = 4,

    T^μ_μ = a q² + 4b = −3 a q²,

so a = −T^μ_μ/(3 q²).

This step holds for any q with q² ≠ 0, in any frame, provided that T already has the two-scalar form. In Lean the contraction is `key`, the relation between a and b is `h0`, and the trace is `htr`, with `(metric * T).trace` standing for T^μ_μ. The proof of `h0` supposes a q² + b ≠ 0, concludes that every component of q vanishes, and contradicts q² ≠ 0. The coefficient is identified in `hc`, and `module` finishes the rearrangement.

```lean
/-- For `q² ≠ 0`, current conservation reduces `a q q + b g` to one scalar, which is
fixed by the trace. -/
theorem one_scalar (q : Fin 4 → ℝ) (hq : mdot q q ≠ 0) (T : Matrix (Fin 4) (Fin 4) ℝ)
    (a b : ℝ) (hT : T = a • vecMulVec q q + b • metric) (ht : Transverse q T) :
    T = (-(metric * T).trace / (3 * mdot q q)) • currentTensor q := by
  have key : ∀ ν, ((metric *ᵥ q) ᵥ* T) ν = (a * mdot q q + b) * q ν := by
    intro ν
    rw [hT]
    fin_cases ν <;>
      simp [Matrix.vecMul, Matrix.mulVec, dotProduct, Fin.sum_univ_four, metric,
        vecMulVec_apply, mdot] <;> ring
  have h0 : a * mdot q q + b = 0 := by
    by_contra hne
    have z : ∀ ν, q ν = 0 := fun ν =>
      (mul_eq_zero.1 ((key ν).symm.trans (congrFun ht ν))).resolve_left hne
    exact hq (by simp [mdot, z])
  have htr : (metric * T).trace = a * mdot q q + 4 * b := by
    rw [hT]
    simp only [Matrix.trace, Matrix.diag_apply, Matrix.mul_apply, Fin.sum_univ_four,
      Matrix.add_apply, Matrix.smul_apply, vecMulVec_apply, smul_eq_mul]
    simp [metric, mdot]
    ring
  have hc : -(metric * T).trace / (3 * mdot q q) = a := by
    rw [htr, div_eq_iff (mul_ne_zero three_ne_zero hq)]
    linear_combination -4 * h0
  have hb : b = -(a * mdot q q) := by linarith
  rw [hc, hT, hb, currentTensor]
  module
```

Putting the two steps together at q = (W, 0, 0, 0), where q² = W² ≠ 0, gives the result for the final state:

    T = −(T^μ_μ / 3W²) · diag(0, W², W², W²).

In words: for every nonzero real W and every real 4×4 matrix T, if T is invariant under all proper rotations and conserved in its first index, then T equals this multiple of q q − q² g. Physical energies have W > 0, but the sign is not needed. The theorem is stated in the centre-of-mass frame; for a moving pair, T would first have to be transformed to that frame.

```lean
/-- For `q = (W, 0, 0, 0)` with `W ≠ 0`, a conserved rotation-invariant tensor equals
`c (q q - q² g)` with `c = -T^μ_μ / (3 q²)`. -/
theorem finalState_tensor {W : ℝ} (hW : W ≠ 0) (T : Matrix (Fin 4) (Fin 4) ℝ)
    (h : RotInvariant T) (ht : Transverse (rest W) T) :
    T = (-(metric * T).trace / (3 * mdot (rest W) (rest W))) • currentTensor (rest W) := by
  obtain ⟨a, b, hT⟩ := two_scalars hW T h
  exact one_scalar _ (by simp [mdot, rest, hW]) T a b hT ht
```

## The tensor q q − q² g meets both conditions

The contraction and the trace are direct:

    q_μ (q^μ q^ν − q² g^μν) = q² q^ν − q² q^ν = 0,
    q² − 4 q² = −3 q².

Both hold for every real four-vector q. The Lean proof expands the sums over four components and lets `ring` compare the polynomials.

```lean
/-- The tensor `q q - q² g` is conserved and has trace `-3 q²`. -/
theorem currentTensor_conserved (q : Fin 4 → ℝ) :
    Transverse q (currentTensor q) ∧
      (metric * currentTensor q).trace = -3 * mdot q q := by
  constructor
  · unfold Transverse
    ext ν
    fin_cases ν <;>
      simp [currentTensor, Matrix.vecMul, Matrix.mulVec, dotProduct, Fin.sum_univ_four,
        metric, vecMulVec_apply, mdot] <;> ring
  · simp only [currentTensor, Matrix.trace, Matrix.diag_apply, Matrix.mul_apply,
      Fin.sum_univ_four, Matrix.sub_apply, Matrix.smul_apply, vecMulVec_apply, smul_eq_mul]
    simp [metric, mdot]
    ring
```

Rotation invariance in the centre-of-mass frame follows from R q = q and R g Rᵀ = g:

    R (q qᵀ − q² g) Rᵀ = (R q)(R q)ᵀ − q² R g Rᵀ = q qᵀ − q² g.

The hypotheses of the main theorem are thus satisfied by a tensor that is nonzero whenever W ≠ 0.

```lean
/-- For `q = (W, 0, 0, 0)` the tensor `q q - q² g` is rotation invariant and conserved. -/
theorem currentTensor_witness (W : ℝ) :
    RotInvariant (currentTensor (rest W)) ∧
      Transverse (rest W) (currentTensor (rest W)) := by
  refine ⟨fun R hR _ => ?_, (currentTensor_conserved _).1⟩
  obtain ⟨hg, hf⟩ := spatial_preserves W R hR
  simp only [currentTensor, mul_sub, sub_mul, mul_smul_comm, smul_mul_assoc, hg,
    Matrix.mul_vecMulVec, Matrix.vecMulVec_mul, Matrix.vecMul_transpose, hf]
```

## Without conservation the metric is a counter-example

Take T = g. It is invariant under rotations, but its time-time component is 1, while that of c (q q − q² g) is

    c (W² − W²) = 0.

No choice of c repairs this. For W ≠ 0 the metric violates conservation, since q_μ g^μν = q^ν ≠ 0, so rotation invariance alone does not give the one-scalar form. At W = 0 the same matrix is conserved trivially, and it then shows that the condition W ≠ 0 is needed too. In the proof, the invariance of g comes from `spatial_preserves`, and the comparison of the two time-time entries rules out every c.

```lean
/-- Rotation invariance alone is not enough: the metric is rotation invariant but is no
multiple of `q q - q² g` for `q = (W, 0, 0, 0)`. -/
theorem conservation_needed (W : ℝ) :
    RotInvariant metric ∧ ∀ c : ℝ, metric ≠ c • currentTensor (rest W) := by
  refine ⟨fun R hR _ => (spatial_preserves W R hR).1, fun c e => ?_⟩
  -- compare the time-time components
  have e0 := congrFun (congrFun e 0) 0
  simp only [currentTensor, Matrix.sub_apply, Matrix.smul_apply, vecMulVec_apply,
    smul_eq_mul] at e0
  simp [metric, rest, mdot] at e0
```

## The total rate needs only two traces

Let L^μν be the tensor of the incoming electron and positron, averaged over their spins, which makes it real. It depends on the beam direction, so it is not rotation invariant, but it is conserved: q_μ L^μν = 0. Contracting it with the final-state tensor gives

    L_μν T^μν = c (q^μ q^ν L_μν − q² L^μ_μ) = −c q² L^μ_μ,

because the first term vanishes by conservation of L. With T^ν_ν = −3 c q² this becomes

    L_μν T^μν = L^μ_μ T^ν_ν / 3.

For annihilation through a single virtual photon at tree level, with the final state fully integrated, the tensor contraction in the total rate thus reduces to a product of two traces. Coupling constants, the photon propagator and the flux factor multiply this contraction and are left out here.

In the Lean statement `metric * L * metric` is L with both indices lowered, and the trace of its transpose times T is the double sum over μ and ν. L is any real matrix conserved in its first index. The local fact `key` is the first displayed equation with T replaced by q q − q² g: `l` writes out the conservation of L component by component, and `linear_combination` contracts it once more with q. The main theorem then supplies T as a multiple c of that tensor, and the known trace −3 q² gives the factor 1/3.

```lean
/-- For `q = (W, 0, 0, 0)` with `W ≠ 0`, if `L` and `T` are conserved and `T` is rotation
invariant, then `L_{μν} T^{μν} = L^μ_μ T^ν_ν / 3`. -/
theorem contraction {W : ℝ} (hW : W ≠ 0) (L T : Matrix (Fin 4) (Fin 4) ℝ)
    (h : RotInvariant T) (ht : Transverse (rest W) T) (hL : Transverse (rest W) L) :
    ((metric * L * metric)ᵀ * T).trace = (metric * L).trace * (metric * T).trace / 3 := by
  -- the q q part drops out because L is conserved
  have key : ∀ q, Transverse q L → ((metric * L * metric)ᵀ * currentTensor q).trace
      = -(mdot q q * (metric * L).trace) := by
    intro q hq
    have l : ∀ ν, q 0 * L 0 ν - q 1 * L 1 ν - q 2 * L 2 ν - q 3 * L 3 ν = 0 := by
      intro ν
      have e := congrFun hq ν
      simp [Matrix.vecMul, Matrix.mulVec, dotProduct, Fin.sum_univ_four, metric] at e
      linarith
    simp only [currentTensor, Matrix.trace, Matrix.diag_apply, Matrix.mul_apply,
      Fin.sum_univ_four, Matrix.transpose_apply, Matrix.sub_apply, Matrix.smul_apply,
      vecMulVec_apply, smul_eq_mul]
    simp [metric]
    linear_combination q 0 * l 0 - q 1 * l 1 - q 2 * l 2 - q 3 * l 3
  obtain ⟨c, hc⟩ : ∃ c : ℝ, T = c • currentTensor (rest W) :=
    ⟨_, finalState_tensor hW T h ht⟩
  rw [hc, mul_smul_comm, mul_smul_comm, Matrix.trace_smul, Matrix.trace_smul,
    (currentTensor_conserved _).2, key _ hL, smul_eq_mul, smul_eq_mul]
  ring

end

end FinalStateTensor
```

```lean
#print axioms FinalStateTensor.one_scalar
#print axioms FinalStateTensor.conservation_needed
#print axioms FinalStateTensor.contraction
```

```
'FinalStateTensor.one_scalar' depends on axioms: [propext, Classical.choice, Quot.sound]
'FinalStateTensor.conservation_needed' depends on axioms: [propext, Classical.choice, Quot.sound]
'FinalStateTensor.contraction' depends on axioms: [propext, Classical.choice, Quot.sound]
```
